# For independent Langmuir sites, the Scatchard slope never falls with pressure and is constant only for equal affinities

Let a surface carry finitely many classes of independent Langmuir sites, at least one, with weights \(w_i>0\) and affinities \(K_i>0\). At pressure \(p>0\) its coverage \(\theta\) and Scatchard ordinate \(S\) are

\[
\theta(p)=\sum_i w_i\,\frac{K_i p}{1+K_i p},\qquad S(p)=\frac{\theta(p)}{p}.
\]

The slope \(S'(p)/\theta'(p)\) of the plot of \(S\) against \(\theta\) is nondecreasing on \(p>0\), and it is constant there if and only if all \(K_i\) are equal. The slope is taken with its sign, which is negative, so the plot descends and never becomes steeper as the pressure rises.

The physical problem is to read heterogeneity off an adsorption isotherm. The affinity \(K_i\) is the equilibrium constant of adsorption on class \(i\), in units of inverse pressure, and \(w_i\) is the amount of such sites. That a real surface behaves as a sum of such classes, in equilibrium and without interaction between adsorbed molecules, is an assumption that has to be justified separately. Where the gas is not ideal, \(p\) has to be read as its fugacity. With this reading, a slope that really falls with \(p\) in an isotherm from a molecular simulation excludes a description by finitely many non-interacting Langmuir classes.

In the Lean code, the type `ι` labels the classes, `w` and `K` assign real numbers to them, and `p` and `q` are two pressures.

```lean
import Mathlib

open Finset

namespace ScatchardCurvature

noncomputable section

variable {ι : Type*} {w K : ι → ℝ} {p q : ℝ}
```

## The weaker sites gain in relative uptake

The quantity that carries the argument is the rate at which class \(i\) fills as the pressure rises:

\[
u_i(p)=\frac{w_iK_i}{(1+K_ip)^2}.
\]

It is called `siteUptake`, and it is a rate per unit pressure, not per unit time.

```lean
/-- Rate `w K / (1 + K p)²` at which the sites of class `i` fill as the pressure rises,
for `1 + K p ≠ 0`. -/
def siteUptake (w K : ι → ℝ) (p : ℝ) (i : ι) : ℝ := w i * K i / (1 + K i * p) ^ 2
```

For \(p>0\) the numerator and the denominator are both positive, so \(u_i(p)>0\).

```lean
/-- With positive weights and affinities, every class of sites has a positive uptake at
positive pressure. -/
theorem siteUptake_pos (hw : ∀ i, 0 < w i) (hK : ∀ i, 0 < K i) (hp : 0 < p) (i : ι) :
    0 < siteUptake w K p i := by
  have h := mul_pos (hK i) hp
  exact div_pos (mul_pos (hw i) (hK i)) (pow_pos (by linarith) 2)
```

Now compare two classes \(i\) and \(j\) at pressures \(0<p<q\). Over a common denominator,

\[
u_i(p)u_j(q)-u_j(p)u_i(q)
=w_iw_jK_iK_j\,\frac{(1+K_jp)^2(1+K_iq)^2-(1+K_ip)^2(1+K_jq)^2}{(1+K_ip)^2(1+K_jq)^2(1+K_jp)^2(1+K_iq)^2}.
\]

The numerator is a difference of two squares. One of its factors is the sum of two positive products, and the other is

\[
(1+K_jp)(1+K_iq)-(1+K_ip)(1+K_jq)=(K_i-K_j)(q-p).
\]

Multiplication by \(K_i-K_j\) turns the affinity difference into a square, so for \(K_i\ne K_j\)

\[
(K_i-K_j)\bigl(u_i(p)u_j(q)-u_j(p)u_i(q)\bigr)>0.
\]

If class \(i\) binds more strongly, its uptake relative to that of class \(j\) is thus larger at \(p\) than at \(q\). In the proof, `e` is the factorisation, confirmed by `field_simp` and `ring`, and the last line multiplies the positive factors.

```lean
/-- For positive weights and affinities, a rise in pressure from `p > 0` to `q` lowers the ratio of
the stronger class's uptake to the weaker one's, for two classes of different affinities. -/
theorem uptake_shift (hw : ∀ i, 0 < w i) (hK : ∀ i, 0 < K i) (hp : 0 < p) (hpq : p < q)
    {i j : ι} (hij : K i ≠ K j) :
    0 < (K i - K j) * (siteUptake w K p i * siteUptake w K q j
      - siteUptake w K p j * siteUptake w K q i) := by
  have hq : 0 < q := hp.trans hpq
  have hwi := hw i
  have hwj := hw j
  have hi := hK i
  have hj := hK j
  have a1 : 0 < 1 + K i * p := by positivity
  have a2 : 0 < 1 + K j * q := by positivity
  have a3 : 0 < 1 + K j * p := by positivity
  have a4 : 0 < 1 + K i * q := by positivity
  -- the difference factorises, with the square of the affinity difference in front
  have e : (K i - K j) * (siteUptake w K p i * siteUptake w K q j
      - siteUptake w K p j * siteUptake w K q i)
      = (K i - K j) ^ 2 * (q - p) * (w i * w j * K i * K j *
        ((1 + K i * p) * (1 + K j * q) + (1 + K j * p) * (1 + K i * q)) /
        ((1 + K i * p) ^ 2 * (1 + K j * q) ^ 2 * (1 + K j * p) ^ 2 * (1 + K i * q) ^ 2)) := by
    unfold siteUptake
    field_simp
    ring
  rw [e]
  have e1 : 0 < (K i - K j) ^ 2 :=
    lt_of_le_of_ne (sq_nonneg _) (Ne.symm (pow_ne_zero 2 (sub_ne_zero.mpr hij)))
  exact mul_pos (mul_pos e1 (sub_pos.mpr hpq)) (by positivity)
```

## The slope as a mean affinity

The coverage is the sum given at the start. The weights need not add up to 1, so `coverage` is a fraction of occupied sites only if they do; in general it saturates at \(\sum_i w_i\).

```lean
variable [Fintype ι]

/-- Langmuir coverage of a surface with several classes of sites, of weights `w i` and
affinities `K i`, for pressures with all `1 + K i p ≠ 0`. -/
def coverage (w K : ι → ℝ) (p : ℝ) : ℝ := ∑ i, w i * (K i * p / (1 + K i * p))
```

The ordinate of the plot is coverage over pressure.

```lean
/-- The Scatchard ordinate, coverage divided by pressure, for `p ≠ 0` and all
`1 + K i p ≠ 0`. -/
def scatchard (w K : ι → ℝ) (p : ℝ) : ℝ := coverage w K p / p
```

The slope is defined as the quotient of the two derivatives with respect to pressure. Lean's `deriv` returns zero where a function is not differentiable, so the next two theorems establish that both derivatives exist.

```lean
/-- Slope of the Scatchard plot (ordinate against coverage) at the point reached at pressure
`p`, where both are differentiable and the coverage has nonzero derivative. -/
def plotSlope (w K : ι → ℝ) (p : ℝ) : ℝ := deriv (scatchard w K) p / deriv (coverage w K) p
```

By the quotient rule,

\[
\frac{d}{dp}\,\frac{K_ip}{1+K_ip}=\frac{K_i(1+K_ip)-K_ip\,K_i}{(1+K_ip)^2}=\frac{K_i}{(1+K_ip)^2},
\]

and hence \(\theta'(p)=\sum_i u_i(p)\). The proof differentiates the sum term by term in the same way.

```lean
/-- For positive affinities and pressure, the derivative of the coverage with respect to pressure is
the summed uptake of all classes of sites. -/
theorem hasDerivAt_coverage (hK : ∀ i, 0 < K i) (hp : 0 < p) :
    HasDerivAt (coverage w K) (∑ i, siteUptake w K p i) p := by
  show HasDerivAt (fun x => ∑ i, w i * (K i * x / (1 + K i * x))) _ p
  refine HasDerivAt.fun_sum fun i _ => ?_
  have h := mul_pos (hK i) hp
  have h0 : 1 + K i * p ≠ 0 := by linarith
  have h1 : HasDerivAt (fun x => K i * x) (K i) p :=
    ((hasDerivAt_id' p).const_mul (K i)).congr_deriv (mul_one _)
  have h2 : HasDerivAt (fun x => 1 + K i * x) (K i) p := h1.const_add 1
  exact ((h1.fun_div h2 h0).const_mul (w i)).congr_deriv (by unfold siteUptake; ring)
```

For the ordinate, the pressure cancels first:

\[
S(p)=\sum_i\frac{w_iK_i}{1+K_ip},\qquad
S'(p)=-\sum_i\frac{w_iK_i^2}{(1+K_ip)^2}=-\sum_iK_iu_i(p).
\]

Lean differentiates the cancelled form. It then carries the derivative over to `scatchard`, because the two expressions agree at all positive pressures and therefore in a neighbourhood of \(p\).

```lean
/-- For positive affinities and pressure, the derivative of the Scatchard ordinate with respect to
pressure is minus the sum of the uptakes, each multiplied by the affinity of its class. -/
theorem hasDerivAt_scatchard (hK : ∀ i, 0 < K i) (hp : 0 < p) :
    HasDerivAt (scatchard w K) (-∑ i, K i * siteUptake w K p i) p := by
  have h : HasDerivAt (fun x => ∑ i, w i * K i / (1 + K i * x))
      (∑ i, -(K i * siteUptake w K p i)) p := by
    refine HasDerivAt.fun_sum fun i _ => ?_
    have h := mul_pos (hK i) hp
    have h0 : 1 + K i * p ≠ 0 := by linarith
    have h2 : HasDerivAt (fun x => 1 + K i * x) (K i) p :=
      (((hasDerivAt_id' p).const_mul (K i)).congr_deriv (mul_one _)).const_add 1
    exact ((hasDerivAt_const p (w i * K i)).fun_div h2 h0).congr_deriv
      (by unfold siteUptake; ring)
  rw [Finset.sum_neg_distrib] at h
  refine h.congr_of_eventuallyEq ?_
  -- the pressure cancels from the ordinate at every positive pressure
  filter_upwards [Ioi_mem_nhds hp] with x hx
  have hx0 : x ≠ 0 := ne_of_gt hx
  unfold scatchard coverage
  rw [Finset.sum_div]
  refine Finset.sum_congr rfl fun i _ => ?_
  rw [div_eq_iff hx0]
  ring
```

Division of the two results gives

\[
\frac{S'(p)}{\theta'(p)}=-\frac{\sum_iK_iu_i(p)}{\sum_iu_i(p)}.
\]

The slope is minus the mean affinity of the sites that are filling at pressure \(p\), each class weighted by its uptake.

```lean
/-- For positive affinities and pressure, and where the total uptake is nonzero, the slope of the
Scatchard plot is minus the mean affinity, averaged with the uptakes as weights. -/
theorem plotSlope_eq (hK : ∀ i, 0 < K i) (hp : 0 < p) :
    plotSlope w K p = (-∑ i, K i * siteUptake w K p i) / ∑ i, siteUptake w K p i := by
  rw [plotSlope, (hasDerivAt_scatchard hK hp).deriv, (hasDerivAt_coverage hK hp).deriv]
```

A mean lies between the bounds of what is averaged. If \(m\le K_i\le M\) for all \(i\), then multiplying by \(u_i(p)>0\) and summing gives

\[
m\sum_iu_i(p)\le\sum_iK_iu_i(p)\le M\sum_iu_i(p),
\]

so the slope lies between \(-M\) and \(-m\). With the smallest and the largest affinity as \(m\) and \(M\), the affinities present bracket the magnitude of any slope of the plot: at least one affinity is no larger than this magnitude, and at least one is no smaller.

```lean
variable [Nonempty ι]

/-- For positive weights, affinities and pressure, if all affinities lie between `m` and `M`,
the slope of the Scatchard plot lies between `-M` and `-m`. -/
theorem plotSlope_bounds (hw : ∀ i, 0 < w i) (hK : ∀ i, 0 < K i) (hp : 0 < p) {m M : ℝ}
    (hm : ∀ i, m ≤ K i) (hM : ∀ i, K i ≤ M) :
    -M ≤ plotSlope w K p ∧ plotSlope w K p ≤ -m := by
  have hB : 0 < ∑ i, siteUptake w K p i :=
    Finset.sum_pos (fun i _ => siteUptake_pos hw hK hp i) Finset.univ_nonempty
  have h1 : ∑ i, K i * siteUptake w K p i ≤ M * ∑ i, siteUptake w K p i := by
    rw [Finset.mul_sum]
    exact Finset.sum_le_sum fun i _ =>
      mul_le_mul_of_nonneg_right (hM i) (siteUptake_pos hw hK hp i).le
  have h2 : m * ∑ i, siteUptake w K p i ≤ ∑ i, K i * siteUptake w K p i := by
    rw [Finset.mul_sum]
    exact Finset.sum_le_sum fun i _ =>
      mul_le_mul_of_nonneg_right (hm i) (siteUptake_pos hw hK hp i).le
  rw [plotSlope_eq hK hp, le_div_iff₀ hB, div_le_iff₀ hB]
  constructor <;> linarith
```

## Two different affinities make the slope rise

Write \(A(p)=\sum_kK_ku_k(p)\) and \(B(p)=\sum_ku_k(p)\), so that the slope is \(-A/B\) with \(B>0\). For \(p<q\), the slope at \(p\) is smaller than the slope at \(q\) exactly when \(A(p)B(q)-A(q)B(p)>0\). To see the sign, symmetrise over pairs of classes:

\[
\sum_{k,l}(K_k-K_l)\bigl(u_k(p)u_l(q)-u_l(p)u_k(q)\bigr)
=2\bigl(A(p)B(q)-A(q)B(p)\bigr).
\]

Multiplying out the left side gives four double sums, each a product of two single sums: \(A(p)B(q)\) twice with a plus sign and \(A(q)B(p)\) twice with a minus sign. On the left, terms with \(K_k=K_l\) vanish and all others are positive by the inequality for two classes. If two affinities differ, at least one term is positive, and the slope rises strictly.

In the proof, `hT` says that no term is negative, `hpos` that the double sum is positive, and `e` is the symmetrised identity.

```lean
/-- For positive weights and affinities, two of them different, the slope of the Scatchard
plot increases strictly with pressure on `p > 0`. -/
theorem plotSlope_lt (hw : ∀ i, 0 < w i) (hK : ∀ i, 0 < K i) (hp : 0 < p) (hpq : p < q)
    {i j : ι} (hij : K i ≠ K j) : plotSlope w K p < plotSlope w K q := by
  have hq : 0 < q := hp.trans hpq
  have hBp : 0 < ∑ i, siteUptake w K p i :=
    Finset.sum_pos (fun i _ => siteUptake_pos hw hK hp i) Finset.univ_nonempty
  have hBq : 0 < ∑ i, siteUptake w K q i :=
    Finset.sum_pos (fun i _ => siteUptake_pos hw hK hq i) Finset.univ_nonempty
  rw [plotSlope_eq hK hp, plotSlope_eq hK hq, div_lt_div_iff₀ hBp hBq]
  have hT : ∀ k l, 0 ≤ (K k - K l) * (siteUptake w K p k * siteUptake w K q l
      - siteUptake w K p l * siteUptake w K q k) := by
    intro k l
    by_cases h : K k = K l
    · simp [h]
    · exact (uptake_shift hw hK hp hpq h).le
  have hpos : 0 < ∑ k, ∑ l, (K k - K l) * (siteUptake w K p k * siteUptake w K q l
      - siteUptake w K p l * siteUptake w K q k) :=
    Finset.sum_pos' (fun k _ => Finset.sum_nonneg fun l _ => hT k l)
      ⟨i, Finset.mem_univ i, Finset.sum_pos' (fun l _ => hT i l)
        ⟨j, Finset.mem_univ j, uptake_shift hw hK hp hpq hij⟩⟩
  -- the double sum is twice the cross difference of the two slopes
  have e : ∑ k, ∑ l, (K k - K l) * (siteUptake w K p k * siteUptake w K q l
      - siteUptake w K p l * siteUptake w K q k)
      = 2 * ((∑ k, K k * siteUptake w K p k) * (∑ l, siteUptake w K q l)
        - (∑ k, K k * siteUptake w K q k) * ∑ l, siteUptake w K p l) := by
    have e1 : ∀ k l, (K k - K l) * (siteUptake w K p k * siteUptake w K q l
        - siteUptake w K p l * siteUptake w K q k)
        = (K k * siteUptake w K p k) * siteUptake w K q l
          - (K k * siteUptake w K q k) * siteUptake w K p l
          - siteUptake w K p k * (K l * siteUptake w K q l)
          + siteUptake w K q k * (K l * siteUptake w K p l) := fun k l => by ring
    simp only [e1, Finset.sum_add_distrib, Finset.sum_sub_distrib, ← Finset.mul_sum,
      ← Finset.sum_mul]
    ring
  rw [e] at hpos
  linarith
```

### One positive term is enough: `Finset.sum_pos'`

The proof uses two Mathlib lemmas for the positivity of a finite sum. `Finset.sum_pos` requires every term to be positive and the index set to be nonempty; it serves for \(B(p)\) and \(B(q)\). It does not apply to the inner sum over \(l\) in the double sum, because the diagonal term \(l=k\) is zero.

The primed version, `Finset.sum_pos'`, requires only that no term is negative and that some term is positive. The second argument is a triple: an index, a proof that it belongs to the set, and a proof that its term is positive. Here the lemma is used twice, one use inside the other. The outer use names the row `i`, and the positivity of that row is proved by the inner use, which names the column `j`. The single inequality `uptake_shift` for the pair with different affinities thus makes the whole double sum positive.

## Constant slope means equal affinities

If all affinities equal \(\kappa\), the bounds with \(m=M=\kappa\) give the slope \(-\kappa\) at every positive pressure. If two differ, the slope rises strictly. In both cases it is nondecreasing, and it is constant only in the first.

The theorem expresses this by `MonotoneOn` on `Set.Ioi 0`, the positive pressures, together with an equivalence. For the direction from constant slope to equal affinities, Lean compares the pressures 1 and 2, where a strict rise would contradict constancy. With a single class the condition on the affinities holds trivially. The equivalence needs nonzero weights, since a class of weight zero leaves the plot unchanged whatever its affinity.

```lean
/-- Scatchard curvature: for positive weights and affinities the slope of the plot is
nondecreasing on `p > 0`, and it is constant there if and only if all affinities are equal. -/
theorem scatchard_curvature (hw : ∀ i, 0 < w i) (hK : ∀ i, 0 < K i) :
    MonotoneOn (plotSlope w K) (Set.Ioi 0) ∧
      ((∃ c, ∀ p, 0 < p → plotSlope w K p = c) ↔ ∀ i j, K i = K j) := by
  obtain ⟨o⟩ := ‹Nonempty ι›
  have : Nonempty ι := ⟨o⟩
  -- equal affinities pin the slope between two equal bounds
  have hconst : (∀ i j, K i = K j) → ∀ p, 0 < p → plotSlope w K p = -K o := by
    intro h p hp
    have b := plotSlope_bounds hw hK hp (fun i => (h o i).le) (fun i => (h i o).le)
    exact le_antisymm b.2 b.1
  refine ⟨?_, ?_, fun h => ⟨-K o, hconst h⟩⟩
  · intro p hp q hq hpq
    by_cases h : ∀ i j, K i = K j
    · rw [hconst h p hp, hconst h q hq]
    · simp only [not_forall] at h
      obtain ⟨i, j, hij⟩ := h
      rcases hpq.eq_or_lt with rfl | hlt
      · exact le_rfl
      · exact (plotSlope_lt hw hK hp hlt hij).le
  · rintro ⟨c, hc⟩ i j
    by_contra hij
    have h := plotSlope_lt hw hK one_pos one_lt_two hij
    rw [hc 1 one_pos, hc 2 two_pos] at h
    exact lt_irrefl _ h
```

## The straight-line criterion

The same condition can be stated for the plot itself. Suppose that \(S=a-b\,\theta\) at all \(p>0\), with real constants \(a\) and \(b\). Differentiation gives \(S'=-b\,\theta'\), so the slope is constant and all affinities are equal. Conversely, if all affinities equal \(\kappa\), set \(W=\sum_iw_i\). Then

\[
\theta=W\frac{\kappa p}{1+\kappa p},\qquad
S=\frac{W\kappa}{1+\kappa p}=\kappa\left(W-W\frac{\kappa p}{1+\kappa p}\right)=\kappa W-\kappa\,\theta,
\]

which is a line with \(a=\kappa W\) and \(b=\kappa\). Lean supplies these two constants, with `K o` for \(\kappa\), where `o` is any one of the classes.

The criterion refers to the exact curve at all positive pressures. Data with scatter may look straight when the affinities are merely close to each other.

```lean
/-- For positive weights and affinities, the Scatchard plot over all `p > 0` lies on a
straight line `a - b θ` if and only if all affinities are equal. -/
theorem straight_plot_iff (hw : ∀ i, 0 < w i) (hK : ∀ i, 0 < K i) :
    (∃ a b, ∀ p, 0 < p → scatchard w K p = a - b * coverage w K p) ↔ ∀ i j, K i = K j := by
  constructor
  · rintro ⟨a, b, hab⟩
    refine (scatchard_curvature hw hK).2.mp ⟨-b, fun p hp => ?_⟩
    have hB : 0 < ∑ i, siteUptake w K p i :=
      Finset.sum_pos (fun i _ => siteUptake_pos hw hK hp i) Finset.univ_nonempty
    -- differentiate the equation of the line
    have h : HasDerivAt (scatchard w K) (-(b * ∑ i, siteUptake w K p i)) p := by
      refine (((hasDerivAt_coverage hK hp).const_mul b).const_sub a).congr_of_eventuallyEq ?_
      filter_upwards [Ioi_mem_nhds hp] with x hx using hab x hx
    rw [plotSlope, h.deriv, (hasDerivAt_coverage hK hp).deriv, div_eq_iff hB.ne']
    ring
  · intro h
    obtain ⟨o⟩ := ‹Nonempty ι›
    refine ⟨K o * ∑ i, w i, K o, fun p hp => ?_⟩
    have hpos := mul_pos (hK o) hp
    have h0 : 1 + K o * p ≠ 0 := by linarith
    have hc : K o * p / (1 + K o * p) * (1 + K o * p) = K o * p := div_mul_cancel₀ _ h0
    have hcov : coverage w K p = (∑ i, w i) * (K o * p / (1 + K o * p)) := by
      unfold coverage
      rw [Finset.sum_mul]
      exact Finset.sum_congr rfl fun i _ => by rw [h i o]
    have hs : K o * p / (1 + K o * p) = (K o - K o * (K o * p / (1 + K o * p))) * p := by
      rw [div_eq_iff h0]
      linear_combination (K o * p) * hc
    rw [scatchard, hcov, div_eq_iff hp.ne']
    linear_combination (∑ i, w i) * hs

end

end ScatchardCurvature
```

```lean
#print axioms ScatchardCurvature.scatchard_curvature
#print axioms ScatchardCurvature.straight_plot_iff
```

```
'ScatchardCurvature.scatchard_curvature' depends on axioms: [propext, Classical.choice, Quot.sound]
'ScatchardCurvature.straight_plot_iff' depends on axioms: [propext, Classical.choice, Quot.sound]
```
